# Expectation and bias of the batch-means estimator for a weakly stationary series

An error bar computed from block means can be wrong even after averaging over many repeated runs: if the blocks are still correlated, their scatter can misstate the uncertainty of the overall mean. For a weakly stationary series with finite second moments, the average error of the squared error bar has an exact expression in V(n), the variance of an n-sample mean.

Cut a run into m blocks of length b, with block means B(j), j = 0, …, m−1, and overall mean B. The estimator is

S = b/(m−1) · Σⱼ (B(j) − B)².

Its target is mb·V(mb), so S/(mb) estimates the squared standard error of B. The result is

E[S] = bm/(m−1) · (V(b) − V(mb)),

E[S] − mb·V(mb) = bm/(m−1) · (V(b) − m·V(mb)).

This applies to block error bars in molecular dynamics and Monte Carlo, provided that the recorded observable is weakly stationary. That a real run has equilibrated well enough for this is left to the user to judge.

## Runs, windows and blocks

A point ω of `Ω` is one possible run, `X i ω` is its sample at time i, and `μ` is the probability law of runs, not a mean. Integrals over `μ` are expectations.

```lean
import Mathlib

open MeasureTheory ProbabilityTheory Filter Topology

namespace BatchMeans

noncomputable section

variable {Ω : Type*} [MeasurableSpace Ω] {μ : Measure Ω} {X : ℕ → Ω → ℝ}
```

`WeaklyStationary` holds three hypotheses: finite second moments, a constant mean, and two-time moments that depend only on the time difference. The moments are uncentred; with a constant mean this is equivalent to the usual condition on covariances.

```lean
/-- A weakly stationary series: square-integrable samples whose mean and two-time moments
do not change under a shift of time. -/
structure WeaklyStationary (μ : Measure Ω) (X : ℕ → Ω → ℝ) : Prop where
  memLp : ∀ i, MemLp (X i) 2 μ
  mean_shift : ∀ i, ∫ ω, X i ω ∂μ = ∫ ω, X 0 ω ∂μ
  moment_shift : ∀ k i j, ∫ ω, X (k + i) ω * X (k + j) ω ∂μ = ∫ ω, X i ω * X j ω ∂μ
```

`timeAverage X k n` averages n samples from time k on. Thus B(j) is `timeAverage X (j * b) b`, B is `timeAverage X 0 (m * b)`, V(n) is `meanVar μ X n`, and S is `batchEstimator X b m`.

```lean
/-- The average of the `n ≥ 1` consecutive samples that start at time `k`. -/
def timeAverage (X : ℕ → Ω → ℝ) (k n : ℕ) (ω : Ω) : ℝ :=
  (n : ℝ)⁻¹ * ∑ i ∈ Finset.range n, X (k + i) ω

/-- `V(n)`, the variance of the average of the first `n ≥ 1` samples. -/
def meanVar (μ : Measure Ω) (X : ℕ → Ω → ℝ) (n : ℕ) : ℝ :=
  variance (timeAverage X 0 n) μ

/-- The batch-means estimator from `m ≥ 2` blocks of length `b ≥ 1`: `b / (m - 1)` times the
sum of squared deviations of the block means from the overall mean. -/
def batchEstimator (X : ℕ → Ω → ℝ) (b m : ℕ) (ω : Ω) : ℝ :=
  (b : ℝ) / ((m : ℝ) - 1) *
    ∑ j ∈ Finset.range m, (timeAverage X (j * b) b ω - timeAverage X 0 (m * b) ω) ^ 2
```

## Equal blocks that fill the run

Equal lengths give every sample the same weight, so

Σⱼ B(j) = mB.

Without them this can fail: blocks holding 0 and 3, 3 have means that sum to 3, while 2B = 4. In Lean, induction on m cuts the long sum into blocks.

```lean
omit [MeasurableSpace Ω] in
/-- The means of `m` consecutive blocks of equal length add up to `m` times the overall mean. -/
theorem sum_blockMeans (X : ℕ → Ω → ℝ) (b m : ℕ) (ω : Ω) :
    ∑ j ∈ Finset.range m, timeAverage X (j * b) b ω = m * timeAverage X 0 (m * b) ω := by
  -- cut the long sum into blocks
  have cut : ∀ m : ℕ, ∑ i ∈ Finset.range (m * b), X i ω
      = ∑ j ∈ Finset.range m, ∑ i ∈ Finset.range b, X (j * b + i) ω := by
    intro m
    induction m with
    | zero => simp
    | succ m ih => rw [add_mul, one_mul, Finset.sum_range_add, ih, Finset.sum_range_succ]
  simp only [timeAverage, zero_add]
  rw [← Finset.mul_sum, ← cut m]
  rcases Nat.eq_zero_or_pos m with rfl | hm
  · simp
  · have hm' : (m : ℝ) ≠ 0 := by positivity
    rw [Nat.cast_mul, mul_inv, ← mul_assoc, ← mul_assoc, mul_inv_cancel₀ hm', one_mul]
```

Expanding the square then gives

Σⱼ (B(j) − B)² = Σⱼ B(j)² − 2B·mB + mB² = Σⱼ B(j)² − mB².

```lean
omit [MeasurableSpace Ω] in
/-- The spread of the block means is the sum of their squares minus `m` times the square of
the overall mean. -/
theorem spread_eq (X : ℕ → Ω → ℝ) (b m : ℕ) (ω : Ω) :
    ∑ j ∈ Finset.range m, (timeAverage X (j * b) b ω - timeAverage X 0 (m * b) ω) ^ 2
      = ∑ j ∈ Finset.range m, timeAverage X (j * b) b ω ^ 2
        - m * timeAverage X 0 (m * b) ω ^ 2 := by
  have h := sum_blockMeans X b m ω
  generalize timeAverage X 0 (m * b) ω = B at h ⊢
  have e : ∀ j ∈ Finset.range m, (timeAverage X (j * b) b ω - B) ^ 2
      = timeAverage X (j * b) b ω ^ 2 - 2 * B * timeAverage X (j * b) b ω + B ^ 2 :=
    fun j _ => by ring
  rw [Finset.sum_congr rfl e, Finset.sum_add_distrib, Finset.sum_sub_distrib,
    ← Finset.mul_sum, h, Finset.sum_const, Finset.card_range, nsmul_eq_mul]
  ring
```

## Finite second moments

Physically, the observable has finite fluctuations. This lets expectations pass through the finite sums, by hand and in Lean. For independent samples of infinite variance, V(b) − V(mb) would be a difference of infinities.

```lean
/-- Time averages of a weakly stationary series are square-integrable. -/
theorem WeaklyStationary.memLp_timeAverage (h : WeaklyStationary μ X) (k n : ℕ) :
    MemLp (timeAverage X k n) 2 μ :=
  (memLp_finsetSum (Finset.range n) (fun i _ => h.memLp (k + i))).const_mul _
```

## Fluctuations that do not depend on the clock

Shift invariance of the two-time moments gives all block means the same second moment:

E[B(j)²] = b⁻² Σᵢ Σₗ E[X(jb+i) X(jb+l)] = b⁻² Σᵢ Σₗ E[X(i) X(l)] = E[B(0)²],

with i and l running from 0 to b−1. In Lean, `key` gives the same double sum for every starting time.

A constant mean alone is not enough. Let X(0) = 0 and X(1) be a fair random sign. With b = 1 and m = 2, E[S] = 1/2, but the formula would give −1/2.

```lean
/-- In a weakly stationary series the second moment of a time average does not depend on
where its window starts. -/
theorem secondMoment_shift (h : WeaklyStationary μ X) (k n : ℕ) :
    ∫ ω, timeAverage X k n ω ^ 2 ∂μ = ∫ ω, timeAverage X 0 n ω ^ 2 ∂μ := by
  have key : ∀ k, ∫ ω, timeAverage X k n ω ^ 2 ∂μ = ((n : ℝ)⁻¹) ^ 2 *
      ∑ i ∈ Finset.range n, ∑ j ∈ Finset.range n, ∫ ω, X i ω * X j ω ∂μ := by
    intro k
    have int : ∀ i j, Integrable (fun ω => X (k + i) ω * X (k + j) ω) μ :=
      fun i j => (h.memLp (k + i)).integrable_mul (h.memLp (k + j))
    have e : ∀ ω, timeAverage X k n ω ^ 2 = ((n : ℝ)⁻¹) ^ 2 *
        ∑ i ∈ Finset.range n, ∑ j ∈ Finset.range n, X (k + i) ω * X (k + j) ω := by
      intro ω
      rw [← Finset.sum_mul_sum, timeAverage]
      ring
    simp_rw [e]
    rw [integral_const_mul, integral_finsetSum _
      (fun i _ => integrable_finsetSum _ (fun j _ => int i j))]
    congr 1
    refine Finset.sum_congr rfl fun i _ => ?_
    rw [integral_finsetSum _ (fun j _ => int i j)]
    exact Finset.sum_congr rfl fun j _ => h.moment_shift k i j
  rw [key k, key 0]
```

## A mean without drift

If every sample has mean a, so has every time average. Since `μ` has total mass one, E[B(0)²] = V(b) + a² and E[B²] = V(mb) + a². The squared means cancel:

E[Σⱼ (B(j) − B)²] = m(V(b) + a²) − m(V(mb) + a²) = m(V(b) − V(mb)).

Shift-invariant moments do not by themselves ensure this. Let X(0) = 1 and let all later samples be independent fair signs. Then b = 1, m = 2 gives E[S] = 1, against −1/2 from the formula.

```lean
/-- In a weakly stationary series on a probability space, the average of the first `n ≥ 1` samples
has the same expectation as a single sample. -/
theorem mean_timeAverage [IsProbabilityMeasure μ] (h : WeaklyStationary μ X) {n : ℕ}
    (hn : 0 < n) : ∫ ω, timeAverage X 0 n ω ∂μ = ∫ ω, X 0 ω ∂μ := by
  have hn' : (n : ℝ) ≠ 0 := by positivity
  simp only [timeAverage]
  rw [integral_const_mul, integral_finsetSum _
    (fun i _ => (h.memLp (0 + i)).integrable (by norm_num)),
    Finset.sum_congr rfl (fun i _ => h.mean_shift (0 + i)),
    Finset.sum_const, Finset.card_range, nsmul_eq_mul, ← mul_assoc,
    inv_mul_cancel₀ hn', one_mul]
```

`expected_spread` combines these steps, using `variance_eq_sub` to write each variance as second moment minus squared mean.

```lean
/-- For a weakly stationary series on a probability space, the expected spread of `m` block means
about the overall mean is `m (V(b) - V(mb))`. -/
theorem expected_spread [IsProbabilityMeasure μ] (h : WeaklyStationary μ X) (b m : ℕ) :
    ∫ ω, ∑ j ∈ Finset.range m,
        (timeAverage X (j * b) b ω - timeAverage X 0 (m * b) ω) ^ 2 ∂μ
      = m * (meanVar μ X b - meanVar μ X (m * b)) := by
  rcases Nat.eq_zero_or_pos m with rfl | hm
  · simp
  rcases Nat.eq_zero_or_pos b with rfl | hb
  · simp [timeAverage]
  have int : ∀ k n, Integrable (fun ω => timeAverage X k n ω ^ 2) μ :=
    fun k n => (h.memLp_timeAverage k n).integrable_sq
  simp_rw [spread_eq]
  rw [integral_sub (integrable_finsetSum _ (fun j _ => int (j * b) b))
      ((int 0 (m * b)).const_mul _),
    integral_finsetSum _ (fun j _ => int (j * b) b), integral_const_mul,
    Finset.sum_congr rfl (fun j _ => secondMoment_shift h (j * b) b),
    Finset.sum_const, Finset.card_range, nsmul_eq_mul]
  -- the squared means cancel in the difference of the two variances
  rw [meanVar, meanVar, variance_eq_sub (h.memLp_timeAverage 0 b),
    variance_eq_sub (h.memLp_timeAverage 0 (m * b)),
    mean_timeAverage h hb, mean_timeAverage h (Nat.mul_pos hm hb)]
  simp only [Pi.pow_apply]
  ring
```

## At least two blocks

One block has no scatter, and m − 1 would vanish. For m ≥ 2, multiplying the expected spread by b/(m−1) gives E[S]. Subtracting the target leaves

bm/(m−1) · [V(b) − V(mb) − (m−1)V(mb)] = bm/(m−1) · [V(b) − m·V(mb)].

The final `linear_combination` does this subtraction. The bias is zero when V(b) = m·V(mb), as for uncorrelated block means.

```lean
/-- Batch-means bias: for a weakly stationary series on a probability space and `m ≥ 2` blocks of
length `b`, the estimator has expectation `(bm/(m-1)) (V(b) - V(mb))`, and it differs from
`mb V(mb)` on average by `(bm/(m-1)) (V(b) - m V(mb))`. -/
theorem batch_means_bias [IsProbabilityMeasure μ] (h : WeaklyStationary μ X) (b : ℕ) {m : ℕ}
    (hm : 2 ≤ m) :
    ∫ ω, batchEstimator X b m ω ∂μ
        = (b * m : ℝ) / (m - 1) * (meanVar μ X b - meanVar μ X (m * b)) ∧
    ∫ ω, batchEstimator X b m ω ∂μ - m * b * meanVar μ X (m * b)
        = (b * m : ℝ) / (m - 1) * (meanVar μ X b - m * meanVar μ X (m * b)) := by
  have hm2 : (2 : ℝ) ≤ m := by exact_mod_cast hm
  have hm1 : (m : ℝ) - 1 ≠ 0 := by linarith
  have e : ∫ ω, batchEstimator X b m ω ∂μ
      = (b * m : ℝ) / (m - 1) * (meanVar μ X b - meanVar μ X (m * b)) := by
    simp only [batchEstimator]
    rw [integral_const_mul, expected_spread h]
    ring
  refine ⟨e, ?_⟩
  rw [e]
  generalize meanVar μ X (m * b) = W
  have c : (b * m : ℝ) / (m - 1) * (m - 1) = b * m := div_mul_cancel₀ _ hm1
  linear_combination W * c
```

## Correlations that die out fast enough

Suppose n·V(n) → s, as happens when the covariances of X(0) and X(k) are absolutely summable over k. The constant s is the long-run variance: the single-sample variance corrected for correlations in time. At fixed m,

E[S] = m/(m−1) · b·V(b) − 1/(m−1) · mb·V(mb) → (m−1)/(m−1) · s = s

as b grows. In Lean, `grow` supplies mb → ∞, so both terms have limits. This is a statement about the expectation alone; S may still scatter from run to run.

For a random sign frozen for the whole run, V(n) = 1 and n·V(n) diverges, yet S is always 0.

```lean
/-- If `n V(n)` tends to `s` for a weakly stationary series on a probability space, then with a
fixed number `m ≥ 2` of blocks the expectation of the estimator tends to `s` as the blocks grow. -/
theorem tendsto_expectation [IsProbabilityMeasure μ] (h : WeaklyStationary μ X) {m : ℕ}
    (hm : 2 ≤ m) {s : ℝ} (hs : Tendsto (fun n : ℕ => (n : ℝ) * meanVar μ X n) atTop (𝓝 s)) :
    Tendsto (fun b : ℕ => ∫ ω, batchEstimator X b m ω ∂μ) atTop (𝓝 s) := by
  have hm2 : (2 : ℝ) ≤ m := by exact_mod_cast hm
  have hm1 : (m : ℝ) - 1 ≠ 0 := by linarith
  have grow : Tendsto (fun b : ℕ => m * b) atTop atTop :=
    tendsto_atTop_mono
      (fun b => show b ≤ m * b from Nat.le_mul_of_pos_left b (by omega)) tendsto_id
  -- both run lengths, b and mb, have the same limit s
  have lim := (hs.const_mul ((m : ℝ) / (m - 1))).sub
    ((hs.comp grow).const_mul (1 / ((m : ℝ) - 1)))
  have es : (m : ℝ) / (m - 1) * s - 1 / ((m : ℝ) - 1) * s = s := by
    rw [← sub_mul, ← sub_div, div_self hm1, one_mul]
  rw [es] at lim
  refine lim.congr fun b => ?_
  rw [(batch_means_bias h b hm).1]
  simp only [Function.comp_apply, Nat.cast_mul]
  ring
```

## A stationary series with a biased estimate

Stationarity does not remove the bias. Let a fair coin choose a sign ε, and set X(i) = (−1)ⁱ ε.

```lean
/-- The law of a fair coin. -/
def coin : Measure Bool := (2⁻¹ : ENNReal) • (Measure.dirac true + Measure.dirac false)

instance : IsProbabilityMeasure coin :=
  ⟨by simp [coin, ENNReal.inv_two_add_inv_two]⟩

/-- The series that starts from a random sign and flips it at every step. -/
def alternating (i : ℕ) (s : Bool) : ℝ := (-1) ^ i * (if s then 1 else -1)

/-- An expectation over a fair coin is the average of the two outcomes. -/
theorem integral_coin (f : Bool → ℝ) : ∫ s, f s ∂coin = (f true + f false) / 2 := by
  rw [coin, integral_smul_measure, integral_add_measure Integrable.of_finite
    Integrable.of_finite, integral_dirac, integral_dirac]
  simp
  ring
```

With b = 1 and m = 2, the block means are ε and −ε, so B = 0 and S = 2 in every run, while V(2) = 0. The estimator reports an uncertainty for a mean that has none. The Lean proof checks the three stationarity conditions and evaluates both coin outcomes.

```lean
/-- The alternating series of a fair coin is weakly stationary; with two blocks of length one
the estimator has expectation 2, while the two-sample mean has variance 0. -/
theorem alternating_witness : WeaklyStationary coin alternating ∧
    ∫ s, batchEstimator alternating 1 2 s ∂coin = 2 ∧ meanVar coin alternating 2 = 0 := by
  refine ⟨⟨fun i => MemLp.of_discrete, fun i => ?_, fun k i j => ?_⟩, ?_, ?_⟩
  · rw [integral_coin, integral_coin]
    simp [alternating]
  · have hk : ((-1 : ℝ) ^ k) ^ 2 = 1 := by
      rw [← pow_mul, mul_comm, pow_mul]
      norm_num
    rw [integral_coin, integral_coin]
    simp only [alternating, pow_add, if_true, Bool.false_eq_true, if_false]
    linear_combination ((-1 : ℝ) ^ i * (-1) ^ j) * hk
  · rw [integral_coin]
    norm_num [batchEstimator, timeAverage, alternating, Finset.sum_range_succ]
  · have z : timeAverage alternating 0 2 = 0 := by
      ext s
      simp [timeAverage, alternating, Finset.sum_range_succ]
    rw [meanVar, z, variance_zero]

end

end BatchMeans
```

```lean
#print axioms BatchMeans.batch_means_bias
#print axioms BatchMeans.tendsto_expectation
```

```
'BatchMeans.batch_means_bias' depends on axioms: [propext, Classical.choice, Quot.sound]
'BatchMeans.tendsto_expectation' depends on axioms: [propext, Classical.choice, Quot.sound]
```
